# In the Creutz ladder's flat band, the inverse mass of a projected pair is U times the quantum metric

With suitably tuned hoppings the lower band of the Creutz ladder is flat, and a particle in it has zero group velocity at every momentum. Let the two spin species be related by time reversal, and add an on-site attraction $U$ between them. Two such particles of opposite spin then bind into a pair that does move. I have read that the inverse mass of this pair is $U$ times the quantum metric of the band, even though the band energy contributes nothing to it. Can this be derived explicitly for the ladder? I would also like a rigorous proof, checked by machine in Lean, that starts from the pair matrix and its eigenvalues and doesn't take the mass formula as its definition.

## From the band projector to the pair mass

Yes, and every integral is elementary. Set $\hbar$ and the lattice constant to 1, and let $t$ be the hopping amplitude, $k$ the crystal momentum and $\sigma_x,\sigma_z$ Pauli matrices on the two orbitals, labelled 0 and 1. The bands are flat when the hoppings are $\pm it$ along the two legs and $t$ along the diagonals, with no hopping on the rungs. For this ladder, write
$$H(k)=2t\,N(k),\qquad N(k)=\sin k\,\sigma_z+\cos k\,\sigma_x .$$
The Pauli matrices anticommute, so $N^2=\sin^2k+\cos^2k=1$ and $H^2=4t^2$. With $P=(1-N)/2$,
$$P^2=\tfrac14(1-2N+N^2)=P,\qquad HP=t(N-1)=-2tP .$$
Thus $P$ projects onto a flat band at energy $-2t$, the lower one for $t>0$.

**Metric.** The derivative is $P'=-\tfrac12(\cos k\,\sigma_z-\sin k\,\sigma_x)$, so $P'^2=\tfrac14$ and the quantum metric is $g=\tfrac12\operatorname{tr}P'^2=\tfrac14$ at every $k$.

**Pair matrix.** Spin up has the Hamiltonian $H(k)$ and spin down its time reverse $H(-k)^*$, so a spin-down particle at momentum $-k$ has the flat-band projector $P(k)^*$. Two particles of opposite spin and total momentum $q$, projected onto the flat band and bound by the attraction, have energies given by the eigenvalues of
$$h_{ab}(q)=-\frac{U}{2\pi}\int_0^{2\pi}P_{ab}(k+q)P_{ba}(k)\,dk ,$$
measured from the energy $-4t$ of two free particles. Over the zone, $\sin k$ and $\cos k$ average to zero, while $\sin(k+q)\sin k$ and $\cos(k+q)\cos k$ both average to $\tfrac12\cos q$. Since $P_{00}=(1-\sin k)/2$, $P_{11}=(1+\sin k)/2$ and $P_{01}=P_{10}=-\tfrac12\cos k$,
$$h_{00}=h_{11}=-\frac U4\Bigl(1+\frac{\cos q}{2}\Bigr),\qquad h_{01}=h_{10}=-\frac U8\cos q .$$

**Energies and mass.** The normalised eigenvectors are $(1,\pm1)/\sqrt2$, with eigenvalues $h_{00}\pm h_{01}$:
$$-\frac U4(1+\cos q)\quad\text{and}\quad-\frac U4 .$$
For $U\ge0$ the lowest energy is therefore $E(q)=-\frac U4\bigl(1+\max(\cos q,0)\bigr)$. Near $q=0$ the cosine is positive, so $E'(q)=\frac U4\sin q$. Hence $E'(0)=0$ and the inverse pair mass is $E''(0)=\frac U4=Ug$.

**Where the geometry enters.** In the even state $(1,1)/\sqrt2$ the pair energy is half the sum of all entries of $h$, which is $-U/2$ times the zone average of $\operatorname{tr}P(k+q)P(k)$. Here this overlap is $(1+\cos q)/2=1-gq^2+\dots$, so the metric measures how fast the binding weakens as the pair starts to move. The factor $\tfrac12$ in $-U/2$ comes from the pair's equal weight on two orbitals, so the coefficient in $Ug$ is not the same for every flat band.

**A single orbital.** If a flat band is built from only one orbital, then $P=1$, the pair matrix is the number $-U$ for all $q$, and the metric vanishes. The pair is bound but can't move.

## The Lean file

```lean
import Mathlib

open Matrix Filter Topology
open scoped Real

namespace CreutzPairMass

noncomputable section

/-- Bloch Hamiltonian `2t (sin k σz + cos k σx)` of the Creutz ladder. -/
def hamiltonian (t k : ℝ) : Matrix (Fin 2) (Fin 2) ℝ :=
  !![2 * t * Real.sin k, 2 * t * Real.cos k; 2 * t * Real.cos k, -(2 * t * Real.sin k)]

/-- The matrix `P(k) = (1 - sin k σz - cos k σx) / 2`. -/
def projector (k : ℝ) : Matrix (Fin 2) (Fin 2) ℝ :=
  !![(1 - Real.sin k) / 2, -Real.cos k / 2; -Real.cos k / 2, (1 + Real.sin k) / 2]

/-- Quantum metric `tr (P'(k)²) / 2` of a differentiable family of real projectors. -/
def quantumMetric (P : ℝ → Matrix (Fin 2) (Fin 2) ℝ) (k : ℝ) : ℝ :=
  let D : Matrix (Fin 2) (Fin 2) ℝ := Matrix.of fun a b => deriv (fun x => P x a b) k
  (D * D).trace / 2

/-- Pair matrix `h_ab(q) = -(U/2π) ∫ P_ab(k+q) P_ba(k) dk` over the Brillouin zone,
for a continuous family `P` of real matrices. -/
def pairMatrix {n : Type*} (P : ℝ → Matrix n n ℝ) (U q : ℝ) : Matrix n n ℝ :=
  Matrix.of fun a b => -(U / (2 * π)) * ∫ k in (0 : ℝ)..(2 * π), P (k + q) a b * P k b a

/-- The pair energies at total momentum `q`: the eigenvalues of the Creutz pair matrix. -/
def pairSpectrum (U q : ℝ) : Set ℝ :=
  {E | ∃ v : Fin 2 → ℝ, v ≠ 0 ∧ pairMatrix projector U q *ᵥ v = E • v}

/-- The Hamiltonian squares to `4t²`, and `P(k)` is a projector onto states
of energy `-2t` at every `k`. -/
theorem flat_band (t k : ℝ) :
    hamiltonian t k * hamiltonian t k = (4 * t ^ 2) • (1 : Matrix (Fin 2) (Fin 2) ℝ) ∧
    projector k * projector k = projector k ∧
    hamiltonian t k * projector k = (-(2 * t)) • projector k := by
  have h := Real.sin_sq_add_cos_sq k
  -- off-diagonal entries are identities, diagonal ones use sin² + cos² = 1
  refine ⟨?_, ?_, ?_⟩
  · ext i j
    fin_cases i <;> fin_cases j <;>
      simp [hamiltonian, Matrix.mul_apply, Fin.sum_univ_two] <;>
      first | ring1 | linear_combination (4 * t ^ 2) * h
  · ext i j
    fin_cases i <;> fin_cases j <;>
      simp [projector, Matrix.mul_apply, Fin.sum_univ_two] <;>
      first | ring1 | linear_combination (1 / 4) * h
  · ext i j
    fin_cases i <;> fin_cases j <;>
      simp [hamiltonian, projector, Matrix.mul_apply, Fin.sum_univ_two] <;>
      first | ring1 | linear_combination (-t) * h

/-- For a continuous family `P` with any number of orbitals, the entries of the pair matrix
add up to `-U` times the zone average of the overlap `tr P(k+q) P(k)`. -/
theorem sum_pairMatrix {n : Type*} [Fintype n] (P : ℝ → Matrix n n ℝ)
    (hP : ∀ a b, Continuous fun k => P k a b) (U q : ℝ) :
    ∑ a, ∑ b, pairMatrix P U q a b =
      -(U / (2 * π)) * ∫ k in (0 : ℝ)..(2 * π), (P (k + q) * P k).trace := by
  have hc : ∀ a b, Continuous fun k => P (k + q) a b * P k b a := fun a b =>
    ((hP a b).comp (continuous_id.add continuous_const)).mul (hP b a)
  simp only [pairMatrix, Matrix.of_apply, Matrix.trace, Matrix.diag_apply, Matrix.mul_apply,
    ← Finset.mul_sum]
  congr 1
  rw [intervalIntegral.integral_finsetSum fun a _ =>
    (continuous_finsetSum _ fun b _ => hc a b).intervalIntegrable _ _]
  refine Finset.sum_congr rfl fun a _ => ?_
  rw [intervalIntegral.integral_finsetSum fun b _ => (hc a b).intervalIntegrable _ _]

/-- Zone integral of a product of two first harmonics with constant terms: only equal
harmonics contribute. -/
theorem zone_integral {f : ℝ → ℝ} (a b c a' b' c' : ℝ)
    (hf : ∀ k, f k = (a + b * Real.sin k + c * Real.cos k) *
      (a' + b' * Real.sin k + c' * Real.cos k)) :
    (∫ k in (0 : ℝ)..(2 * π), f k) = π * (2 * a * a' + b * b' + c * c') := by
  have hd : ∀ k, HasDerivAt (fun x => (a * a' + (b * b' + c * c') / 2) * x
      + (-(a * b' + a' * b)) * Real.cos x + (a * c' + a' * c) * Real.sin x
      + ((c * c' - b * b') / 2) * (Real.sin x * Real.cos x)
      + ((b * c' + b' * c) / 2) * (Real.sin x * Real.sin x)) (f k) k := by
    intro k
    have hs := Real.hasDerivAt_sin k
    have hc := Real.hasDerivAt_cos k
    refine ((((((hasDerivAt_id' k).const_mul _).fun_add (hc.const_mul _)).fun_add
      (hs.const_mul _)).fun_add ((hs.fun_mul hc).const_mul _)).fun_add
      ((hs.fun_mul hs).const_mul _)).congr_deriv ?_
    rw [hf k]
    linear_combination (-(b * b' + c * c') / 2) * Real.sin_sq_add_cos_sq k
  have hcont : Continuous f := by
    rw [funext hf]
    fun_prop
  rw [intervalIntegral.integral_eq_sub_of_hasDerivAt (fun k _ => hd k)
    (hcont.intervalIntegrable _ _)]
  simp only [Real.sin_two_pi, Real.cos_two_pi, Real.sin_zero, Real.cos_zero]
  ring

/-- Closed form of the Creutz pair matrix at total momentum `q`. -/
theorem pairMatrix_creutz (U q : ℝ) : pairMatrix projector U q =
    !![-(U / 4) * (1 + Real.cos q / 2), -(U / 8) * Real.cos q;
       -(U / 8) * Real.cos q, -(U / 4) * (1 + Real.cos q / 2)] := by
  have hU : ∀ X : ℝ, -(U / (2 * π)) * (π * X) = -(U / 2) * X := by
    intro X
    have := Real.pi_ne_zero
    field_simp
  have p00 : pairMatrix projector U q 0 0 = -(U / 4) * (1 + Real.cos q / 2) := by
    have h : (∫ k in (0 : ℝ)..(2 * π), projector (k + q) 0 0 * projector k 0 0) = _ :=
      zone_integral (1 / 2) (-Real.cos q / 2) (-Real.sin q / 2) (1 / 2) (-1 / 2) 0 fun k => by
        change (1 - Real.sin (k + q)) / 2 * ((1 - Real.sin k) / 2) = _
        rw [Real.sin_add]; ring
    simp only [pairMatrix, Matrix.of_apply, h, hU]
    ring
  have p11 : pairMatrix projector U q 1 1 = -(U / 4) * (1 + Real.cos q / 2) := by
    have h : (∫ k in (0 : ℝ)..(2 * π), projector (k + q) 1 1 * projector k 1 1) = _ :=
      zone_integral (1 / 2) (Real.cos q / 2) (Real.sin q / 2) (1 / 2) (1 / 2) 0 fun k => by
        change (1 + Real.sin (k + q)) / 2 * ((1 + Real.sin k) / 2) = _
        rw [Real.sin_add]; ring
    simp only [pairMatrix, Matrix.of_apply, h, hU]
    ring
  have p01 : pairMatrix projector U q 0 1 = -(U / 8) * Real.cos q := by
    have h : (∫ k in (0 : ℝ)..(2 * π), projector (k + q) 0 1 * projector k 1 0) = _ :=
      zone_integral 0 (Real.sin q / 2) (-Real.cos q / 2) 0 0 (-1 / 2) fun k => by
        change -Real.cos (k + q) / 2 * (-Real.cos k / 2) = _
        rw [Real.cos_add]; ring
    simp only [pairMatrix, Matrix.of_apply, h, hU]
    ring
  -- the two off-diagonal entries have the same integrand
  have p10 : pairMatrix projector U q 1 0 = -(U / 8) * Real.cos q := p01
  rw [Matrix.eta_fin_two (pairMatrix projector U q), p00, p01, p10, p11]

/-- The pair energies at momentum `q` are exactly `-U(1 + cos q)/4` and `-U/4`. -/
theorem pairSpectrum_eq (U q : ℝ) :
    pairSpectrum U q = {-(U * (1 + Real.cos q)) / 4, -U / 4} := by
  ext E
  simp only [pairSpectrum, Set.mem_ofPred_eq, Set.mem_insert_iff, Set.mem_singleton_iff,
    pairMatrix_creutz]
  constructor
  · rintro ⟨v, hv, h⟩
    have h0 := congrFun h 0
    have h1 := congrFun h 1
    simp only [Matrix.mulVec, dotProduct, Fin.sum_univ_two] at h0 h1
    change -(U / 4) * (1 + Real.cos q / 2) * v 0 + -(U / 8) * Real.cos q * v 1 = E * v 0 at h0
    change -(U / 8) * Real.cos q * v 0 + -(U / 4) * (1 + Real.cos q / 2) * v 1 = E * v 1 at h1
    -- even and odd combinations of the orbitals decouple
    have hp : (E + U * (1 + Real.cos q) / 4) * (v 0 + v 1) = 0 := by
      linear_combination -h0 - h1
    have hm : (E + U / 4) * (v 0 - v 1) = 0 := by linear_combination h1 - h0
    rcases mul_eq_zero.mp hp with h2 | h2
    · left; linarith
    rcases mul_eq_zero.mp hm with h3 | h3
    · right; linarith
    exact absurd (funext (Fin.forall_fin_two.mpr
      ⟨show v 0 = 0 by linarith, show v 1 = 0 by linarith⟩)) hv
  · rintro (rfl | rfl)
    · refine ⟨![1, 1], fun h => one_ne_zero (congrFun h 0),
        funext (Fin.forall_fin_two.mpr ⟨?_, ?_⟩)⟩ <;>
        simp only [Matrix.mulVec, dotProduct, Fin.sum_univ_two]
      · change -(U / 4) * (1 + Real.cos q / 2) * 1 + -(U / 8) * Real.cos q * 1 =
          -(U * (1 + Real.cos q)) / 4 * 1
        ring
      · change -(U / 8) * Real.cos q * 1 + -(U / 4) * (1 + Real.cos q / 2) * 1 =
          -(U * (1 + Real.cos q)) / 4 * 1
        ring
    · refine ⟨![1, -1], fun h => one_ne_zero (congrFun h 0),
        funext (Fin.forall_fin_two.mpr ⟨?_, ?_⟩)⟩ <;>
        simp only [Matrix.mulVec, dotProduct, Fin.sum_univ_two]
      · change -(U / 4) * (1 + Real.cos q / 2) * 1 + -(U / 8) * Real.cos q * (-1) = -U / 4 * 1
        ring
      · change -(U / 8) * Real.cos q * 1 + -(U / 4) * (1 + Real.cos q / 2) * (-1) =
          -U / 4 * (-1)
        ring

/-- For `U ≥ 0` the lowest pair energy at momentum `q` is `-(U/4)(1 + max(cos q, 0))`. -/
theorem lowest_pair_energy {U : ℝ} (hU : 0 ≤ U) (q : ℝ) :
    IsLeast (pairSpectrum U q) (-(U / 4) * (1 + max (Real.cos q) 0)) := by
  rw [pairSpectrum_eq]
  constructor
  · simp only [Set.mem_insert_iff, Set.mem_singleton_iff]
    rcases le_total (Real.cos q) 0 with h | h
    · right; rw [max_eq_right h]; ring
    · left; rw [max_eq_left h]; ring
  · intro E hE
    simp only [Set.mem_insert_iff, Set.mem_singleton_iff] at hE
    have h1 := mul_le_mul_of_nonneg_left (le_max_left (Real.cos q) 0) hU
    have h2 := mul_nonneg hU (le_max_right (Real.cos q) 0)
    rcases hE with h | h <;> rw [h] <;> linarith

/-- Let `U ≥ 0` and let `E(q)` be the lowest pair energy. Near `q = 0` it has a group velocity
`V(q)`, which vanishes at `q = 0` and has slope there, the inverse pair mass, equal to `U`
times the quantum metric of the band at any `k`. -/
theorem inverse_pair_mass {U : ℝ} (hU : 0 ≤ U) {E : ℝ → ℝ}
    (hE : ∀ q, IsLeast (pairSpectrum U q) (E q)) (k : ℝ) :
    ∃ V : ℝ → ℝ, (∀ᶠ q in 𝓝 0, HasDerivAt E (V q) q) ∧ V 0 = 0 ∧
      HasDerivAt V (U * quantumMetric projector k) 0 := by
  -- the metric follows from the entrywise derivative of the projector
  have d00 : deriv (fun x => projector x 0 0) k = -Real.cos k / 2 :=
    (((Real.hasDerivAt_sin k).const_sub 1).div_const 2).deriv
  have d01 : deriv (fun x => projector x 0 1) k = -(-Real.sin k) / 2 :=
    ((Real.hasDerivAt_cos k).fun_neg.div_const 2).deriv
  have d10 : deriv (fun x => projector x 1 0) k = -(-Real.sin k) / 2 := d01
  have d11 : deriv (fun x => projector x 1 1) k = Real.cos k / 2 :=
    (((Real.hasDerivAt_sin k).const_add 1).div_const 2).deriv
  have hg : quantumMetric projector k = 1 / 4 := by
    simp only [quantumMetric, Matrix.trace_fin_two, Matrix.mul_apply, Fin.sum_univ_two,
      Matrix.of_apply, d00, d01, d10, d11]
    linear_combination (1 / 4) * Real.sin_sq_add_cos_sq k
  -- near q = 0 the dispersing branch is the lowest one
  have hc : ∀ᶠ q in 𝓝 (0 : ℝ), 0 < Real.cos q :=
    (isOpen_lt continuous_const Real.continuous_cos).mem_nhds (by simp)
  have hEq : ∀ᶠ q in 𝓝 (0 : ℝ), E q = -(U / 4) * (1 + Real.cos q) := by
    filter_upwards [hc] with q hq
    rw [(hE q).unique (lowest_pair_energy hU q), max_eq_left hq.le]
  refine ⟨fun q => U / 4 * Real.sin q, ?_, by simp, ?_⟩
  · filter_upwards [hEq.eventually_nhds] with q hq
    have hd : HasDerivAt (fun x => -(U / 4) * (1 + Real.cos x)) (U / 4 * Real.sin q) q :=
      (((Real.hasDerivAt_cos q).const_add 1).const_mul (-(U / 4))).congr_deriv (by ring)
    exact hd.congr_of_eventuallyEq hq
  · refine ((Real.hasDerivAt_sin 0).const_mul (U / 4)).congr_deriv ?_
    rw [hg, Real.cos_zero]
    ring

end

end CreutzPairMass
```

```lean
#print axioms CreutzPairMass.flat_band
#print axioms CreutzPairMass.sum_pairMatrix
#print axioms CreutzPairMass.inverse_pair_mass
```

```
'CreutzPairMass.flat_band' depends on axioms: [propext, Classical.choice, Quot.sound]
'CreutzPairMass.sum_pairMatrix' depends on axioms: [propext, Classical.choice, Quot.sound]
'CreutzPairMass.inverse_pair_mass' depends on axioms: [propext, Classical.choice, Quot.sound]
```

## What the theorems say about the ladder

`hamiltonian` and `projector` are the real $2\times2$ matrices $H(k)$ and $P(k)$. `flat_band` states the three identities for every real `t`.

`pairMatrix` is the zone integral above, for any family of real matrices. It stands for an on-site attraction of equal strength on all orbitals, projected onto one band, with the opposite spin species related by time reversal. The file takes this matrix as its starting point and does not derive it from a Hubbard Hamiltonian. The projection is physically reasonable when $U$ is small compared with the band gap $4|t|$.

`pairSpectrum U q` is the set of real numbers `E` for which some nonzero vector `v` satisfies $hv=Ev$. Real vectors suffice because the Creutz pair matrix is real and symmetric. Being a set, it records energies without multiplicity. `pairSpectrum_eq` identifies it with the two energies found above, for either sign of `U`.

In `inverse_pair_mass`, `E` is any function whose value at each `q` is the least element of the spectrum. `lowest_pair_energy` shows that such a least element exists when `U ≥ 0`, and gives its value. The conclusion supplies a group velocity `V` that is the derivative of `E` at every `q` near zero, vanishes at `q = 0`, and has derivative `U * quantumMetric projector k` there. The momentum `k` is arbitrary because the metric is uniform. The restriction to small `q` is needed: for $U>0$ the two branches cross where $\cos q=0$, and the lowest energy has a kink there.

For flat-band superconductivity, the result shows how the attraction and the band geometry together can give pairs a finite mass although the band has no dispersion, in a one-dimensional, band-projected two-body problem. It makes no statement about a many-body condensate or its superfluid weight.

## How the Lean proof reaches the mass

`flat_band` compares matrices entry by entry. Entries that are not plain identities are closed by a multiple of $\sin^2k+\cos^2k=1$.

`sum_pairMatrix` proves the overlap formula for any finite number of orbitals, assuming continuous entries. Continuity makes each product integrable, so the finite sums can be exchanged with the integral. The mass theorem does not depend on this lemma, which records the geometric reading of the pair energy.

`zone_integral` does the averaging. It integrates a product of two expressions of the form $a+b\sin k+c\cos k$ by giving an explicit antiderivative and evaluating it at $0$ and $2\pi$. Only the products of equal harmonics survive. `pairMatrix_creutz` expands $\sin(k+q)$ and $\cos(k+q)$ with the addition formulas and applies this lemma to the entries.

`pairSpectrum_eq` has two directions. Given an eigenvector, adding and subtracting the two rows yields
$$\Bigl(E+\tfrac U4(1+\cos q)\Bigr)(v_0+v_1)=0,\qquad \Bigl(E+\tfrac U4\Bigr)(v_0-v_1)=0 .$$
If `E` were neither listed value, both combinations would vanish and `v` would be zero. Conversely, the unnormalised vectors `![1, 1]` and `![1, -1]` realise the two energies.

`lowest_pair_energy` splits on the sign of $\cos q$ to show that the claimed value is attained, then checks that it lies below both branches; this is where `U ≥ 0` enters.

Finally, `inverse_pair_mass` differentiates the four entries of `projector` and obtains the metric $\tfrac14$ as `hg`. Continuity of the cosine gives a neighbourhood of zero on which it is positive, and uniqueness of the least element identifies `E` with the dispersing branch there (`hEq`). Because the two functions agree around each nearby `q`, and not just at that point, the derivative carries over to `E`. The proof takes `V` to be $\frac U4\sin q$, whose derivative at zero is $\frac U4$, and `hg` turns that number into $U$ times the metric.
